# At fixed electron number, the average-density correction acts to first order as one local potential

Let $n$ be a density on a finite grid with electron number $N=\sum_i n_i\neq 0$, and let $m=n/N$ be the average density per electron. If an energy functional $F$ is differentiable at $m$ with gradient $v$, then the derivative of $N\,F(n/N)$ along a density change $d$ is

$$\langle v,d\rangle+\bigl(F(m)-\langle v,m\rangle\bigr)\sum_i d_i ,\qquad \langle v,d\rangle=\sum_i v_i d_i .$$

When $d$ conserves the electron number, only $\langle v,d\rangle$ remains. When $N\,F(n/N)$ is subtracted from the energy as a self-interaction correction, with $n$ the total density on the grid, it therefore contributes the same potential $-v$ for all electrons and adds no orbital-dependent potentials of its own. Versions that average each spin density separately are not treated here.

## The grid is finite

A density is a function `ι → ℝ` on a finite set `ι` of grid points. Sums carry no volume element, so $n_i$ is the number of electrons assigned to point $i$, and a potential $v_i$ is an energy per electron.

```lean
import Mathlib

open Matrix

namespace AverageDensityCorrection

noncomputable section

variable {ι : Type*} [Fintype ι]
```

A potential acts on density changes as a linear functional, called `pairing v`. Lean's derivative is such a functional, while the physicist's gradient is the list of its coefficients.

```lean
/-- The first-order energy change `∑ i, v i * d i` produced by a local potential `v`,
as a continuous linear functional of the density change `d`. -/
def pairing (v : ι → ℝ) : (ι → ℝ) →L[ℝ] ℝ :=
  ∑ i, v i • ContinuousLinearMap.proj (R := ℝ) (φ := fun _ : ι => ℝ) i
```

The electron number, the average density and the correction follow their formulas directly.

```lean
/-- The electron number of a density on the grid. -/
def number (n : ι → ℝ) : ℝ := ∑ i, n i

/-- The average density per electron, `n / N`. -/
def avgDensity (n : ι → ℝ) : ι → ℝ := (number n)⁻¹ • n

/-- The average-density correction `N F(n / N)`. -/
def avgCorrection (F : (ι → ℝ) → ℝ) (n : ι → ℝ) : ℝ := number n * F (avgDensity n)
```

`HasPotential F v m` says that $F$ is Fréchet differentiable at $m$ with gradient $v$: the change of $F$ is $\langle v,d\rangle$ up to an error that is small compared with $d$, uniformly in its direction.

```lean
/-- The functional `F` is differentiable at the density `m` with local potential `v`
as its gradient. -/
def HasPotential (F : (ι → ℝ) → ℝ) (v m : ι → ℝ) : Prop := HasFDerivAt F (pairing v) m
```

The Hartree energy will serve as a concrete $F$. Its kernel entry $K_{ij}$ is the interaction between points $i$ and $j$.

```lean
/-- The Hartree energy `½ ∑ m K m` of a density with interaction kernel `K`. -/
def hartree (K : Matrix ι ι ℝ) (m : ι → ℝ) : ℝ := 1 / 2 * (m ⬝ᵥ K *ᵥ m)
```

Two identities connect the functional with ordinary sums. The second records that raising a potential by a constant $c$ adds $c\sum_i d_i$ to the energy change.

```lean
/-- The pairing of a potential with a density change is their grid sum. -/
theorem pairing_apply (v d : ι → ℝ) : pairing v d = v ⬝ᵥ d := by
  simp [pairing, dotProduct]

/-- A uniform shift `c` of the potential contributes `c` times the change in electron number. -/
theorem pairing_add_const (v d : ι → ℝ) (c : ℝ) :
    pairing (fun i => v i + c) d = v ⬝ᵥ d + c * number d := by
  rw [pairing_apply]
  simp only [dotProduct, number, add_mul, Finset.sum_add_distrib, Finset.mul_sum]
```

Finiteness makes every sum and every linear functional unproblematic. In the continuum one would first have to choose a function space and show that the derivative there is represented by a potential. The results here don't address that limit.

## The electron number is not zero

Physically, `hn : number n ≠ 0` says that there is charge to average over. A positive density on a non-empty grid satisfies it. The theorems don't require positivity, and $N$ need not be an integer.

By hand, the condition enters when the average density is differentiated. Write $D=\sum_i d_i$ for the change in electron number. Along $n+t\,d$ at $t=0$,

$$\frac{dN}{dt}=D,\qquad \frac{d}{dt}\frac1N=-\frac{D}{N^2},\qquad \frac{dm}{dt}=\frac{d}{N}-\frac{D}{N^2}\,n=\frac{d-D\,m}{N}.$$

The average density changes both because $n$ changes and because its normalisation does. In the proof of `hasPotential_avgCorrection` below, `hN`, `hinv` and `hm` are these three derivatives. The hypothesis `hn` is used to differentiate the inverse, and again when `field_simp` cancels factors of $N$.

Without it the formula can fail badly. For a purely quadratic $F$, such as the Hartree energy below, the correction equals $F(n)/N$, which diverges as $N\to0$ if $F(n)$ approaches a nonzero value, as it can for densities of mixed sign.

## $F$ is differentiable at the average density

The hypothesis `hF` says that $F$ responds to small changes of the one-electron density $m$ through a local potential $v$. It is required at $m$, not at the full density $n$.

By hand it supplies the chain rule, and the product rule completes the calculation:

$$\frac{d}{dt}\bigl[N F(m)\bigr]=D\,F(m)+N\Bigl\langle v,\frac{d-D\,m}{N}\Bigr\rangle=\langle v,d\rangle+\bigl(F(m)-\langle v,m\rangle\bigr)D .$$

The coefficient of $D$ is the same at every grid point, so the full potential of the correction is $v$ plus a uniform shift.

```lean
/-- The average-density correction has the local potential `v + (F(m) - ⟨v, m⟩)`, where
`m = n / N` and `v` is the potential of `F` at `m`. -/
theorem hasPotential_avgCorrection {F : (ι → ℝ) → ℝ} {v n : ι → ℝ}
    (hn : number n ≠ 0) (hF : HasPotential F v (avgDensity n)) :
    HasPotential (avgCorrection F)
      (fun i => v i + (F (avgDensity n) - v ⬝ᵥ avgDensity n)) n := by
  have hF' : HasFDerivAt F (pairing v) (avgDensity n) := hF
  have hone : ∀ d : ι → ℝ, pairing (fun _ => (1 : ℝ)) d = number d := fun d => by
    simp [pairing_apply, dotProduct, number]
  have hN : HasFDerivAt number (pairing (fun _ : ι => (1 : ℝ))) n := by
    have e : (number : (ι → ℝ) → ℝ) = fun d => pairing (fun _ => (1 : ℝ)) d :=
      funext fun d => (hone d).symm
    rw [e]
    exact (pairing (fun _ : ι => (1 : ℝ))).hasFDerivAt
  have hinv : HasFDerivAt (fun x : ι → ℝ => (number x)⁻¹)
      ((-(number n ^ 2)⁻¹) • pairing (fun _ : ι => (1 : ℝ))) n :=
    (hasDerivAt_inv hn).comp_hasFDerivAt n hN
  -- the average density changes through `n` and through the normalisation `1 / N`
  have hm : HasFDerivAt avgDensity ((number n)⁻¹ • ContinuousLinearMap.id ℝ (ι → ℝ) +
      ((-(number n ^ 2)⁻¹) • pairing (fun _ : ι => (1 : ℝ))).smulRight n) n :=
    hinv.smul (hasFDerivAt_id n)
  have h : HasFDerivAt (avgCorrection F) (number n • ((pairing v).comp
      ((number n)⁻¹ • ContinuousLinearMap.id ℝ (ι → ℝ) +
      ((-(number n ^ 2)⁻¹) • pairing (fun _ : ι => (1 : ℝ))).smulRight n)) +
      F (avgDensity n) • pairing (fun _ : ι => (1 : ℝ))) n :=
    hN.mul (hF'.comp n hm)
  refine HasFDerivAt.congr_fderiv h (ContinuousLinearMap.ext fun d => ?_)
  change number n * pairing v ((number n)⁻¹ • d +
    (-(number n ^ 2)⁻¹ * pairing (fun _ => (1 : ℝ)) d) • n) +
    F (avgDensity n) * pairing (fun _ => (1 : ℝ)) d = _
  have hvm : v ⬝ᵥ avgDensity n = (number n)⁻¹ * (v ⬝ᵥ n) := by
    simp [avgDensity, dotProduct_smul]
  rw [map_add, map_smul, map_smul, pairing_add_const, hone, hvm]
  simp only [pairing_apply, smul_eq_mul]
  field_simp
  ring
```

Here `hF'.comp n hm` is the chain rule and `hN.mul` the product rule. The remaining lines apply the resulting functional to an arbitrary $d$ and simplify it to the stated potential.

The theorem gives a full Fréchet derivative. Restricting it to the line $n+t\,d$ yields the directional formula:

```lean
/-- The derivative of `N F(n / N)` along any density change `d` is
`⟨v, d⟩ + (F(m) - ⟨v, m⟩) ∑ d`, with `m = n / N`. -/
theorem hasDerivAt_avgCorrection {F : (ι → ℝ) → ℝ} {v n : ι → ℝ}
    (hn : number n ≠ 0) (hF : HasPotential F v (avgDensity n)) (d : ι → ℝ) :
    HasDerivAt (fun t : ℝ => avgCorrection F (n + t • d))
      (v ⬝ᵥ d + (F (avgDensity n) - v ⬝ᵥ avgDensity n) * number d) 0 := by
  rw [← pairing_add_const]
  exact HasFDerivAt.hasLineDerivAt (hasPotential_avgCorrection hn hF) d
```

Without differentiability there may be no potential at all. Take $F(m)=|m_i-m_j|$ for two distinct points and $N>0$. The correction is then $|n_i-n_j|$, which has a kink at $n_i=n_j$ when density moves between the two points.

## The density change conserves electron number

The condition `number d = 0` describes a rearrangement of charge at fixed $N$. By hand it sets $D=0$ and removes the shift. In the proofs below, `hd` does the same through `mul_zero` and `add_zero`.

Without this condition the shift is a real contribution. A change that adds charge feels $v+F(m)-\langle v,m\rangle$, so $v$ alone gives the wrong response unless $F(m)=\langle v,m\rangle$.

Number conservation also limits what the energy changes can reveal about a potential. If $w_i=c$ everywhere, then $\langle w,d\rangle=cD=0$. Conversely, suppose $\langle w,d\rangle=0$ for every number-conserving $d$. Moving one unit of density from point $j$ to point $i$ gives $w_i-w_j=0$, so $w$ is uniform.

```lean
/-- A potential gives no first-order energy change under any number-conserving density
change exactly when it is uniform on the grid. -/
theorem invisible_iff_uniform (w : ι → ℝ) :
    (∀ d, number d = 0 → w ⬝ᵥ d = 0) ↔ ∃ c, ∀ i, w i = c := by
  classical
  constructor
  · intro h
    rcases isEmpty_or_nonempty ι with he | ⟨⟨j⟩⟩
    · exact ⟨0, fun i => he.elim i⟩
    · refine ⟨w j, fun i => ?_⟩
      -- move one unit of density from grid point `j` to grid point `i`
      have h1 := h (Pi.single i 1 - Pi.single j 1) (by
        simp [number, Finset.sum_sub_distrib])
      rw [dotProduct_sub, dotProduct_single, dotProduct_single] at h1
      linarith
  · rintro ⟨c, hc⟩ d hd
    have : w ⬝ᵥ d = c * number d := by
      simp only [dotProduct, number, hc, Finset.mul_sum]
    rw [this, hd, mul_zero]
```

In Lean the transfer is `Pi.single i 1 - Pi.single j 1`. An empty grid is treated separately, since it has no point $j$ to start from.

A local potential $u$ thus reproduces every number-conserving response of the correction exactly when $\langle u-v,d\rangle=0$ for all such $d$, that is, when $u-v$ is constant.

```lean
/-- A local potential `u` gives the first-order change of the average-density correction for
every number-conserving density change exactly when `u` equals `v` up to a constant. -/
theorem local_potential_iff {F : (ι → ℝ) → ℝ} {v n : ι → ℝ}
    (hn : number n ≠ 0) (hF : HasPotential F v (avgDensity n)) (u : ι → ℝ) :
    (∀ d, number d = 0 →
      HasDerivAt (fun t : ℝ => avgCorrection F (n + t • d)) (u ⬝ᵥ d) 0) ↔
    ∃ c, ∀ i, u i - v i = c := by
  refine Iff.trans ?_ (invisible_iff_uniform (u - v))
  refine forall_congr' fun d => forall_congr' fun hd => ?_
  have h := hasDerivAt_avgCorrection hn hF d
  rw [hd, mul_zero, add_zero] at h
  rw [sub_dotProduct, sub_eq_zero]
  exact ⟨fun hu => hu.unique h, fun hu => by rw [hu]; exact h⟩
```

The proof compares the two candidate derivatives for each $d$, uses uniqueness of the derivative to equate them, and applies the preceding theorem to `u - v`.

## The uncorrected energy is differentiable

For the corrected energy $E[n]-N F(n/N)$, a further hypothesis `hE` gives $E$ a potential $e$ at $n$. By hand, the derivative at fixed $N$ is

$$\langle e,d\rangle-\langle v,d\rangle=\langle e-v,d\rangle .$$

It vanishes for every number-conserving $d$ exactly when $e_i-v_i=\mu$ at every grid point. The constant $\mu$ is the Lagrange multiplier for the electron number when the $N$ inside the correction is treated as a fixed parameter. If that $N$ varies with the density, the uniform shift enters too and the multiplier is $\mu-(F(m)-\langle v,m\rangle)$.

```lean
/-- The corrected energy `E[n] - N F(n / N)` is stationary at fixed electron number exactly
when the potential of `E` minus the single potential `v` is constant on the grid. -/
theorem stationary_iff {E F : (ι → ℝ) → ℝ} {e v n : ι → ℝ} (hn : number n ≠ 0)
    (hE : HasPotential E e n) (hF : HasPotential F v (avgDensity n)) :
    (∀ d, number d = 0 →
      HasDerivAt (fun t : ℝ => E (n + t • d) - avgCorrection F (n + t • d)) 0 0) ↔
    ∃ μ, ∀ i, e i - v i = μ := by
  refine Iff.trans ?_ (invisible_iff_uniform (e - v))
  refine forall_congr' fun d => forall_congr' fun hd => ?_
  have h1 : HasDerivAt (fun t : ℝ => E (n + t • d)) (pairing e d) 0 :=
    HasFDerivAt.hasLineDerivAt hE d
  have h2 := hasDerivAt_avgCorrection hn hF d
  rw [hd, mul_zero, add_zero] at h2
  have h := h1.fun_sub h2
  rw [pairing_apply, ← sub_dotProduct] at h
  exact ⟨fun h0 => h.unique h0, fun h0 => by rw [h0] at h; exact h⟩
```

The proof uses `hE` for `h1`, the derivative of $E$ along the line, and subtracts the correction's derivative `h2`. Without differentiability of $E$, there may be no potential $e$ to compare with $v$. For instance, adding $|\sum_i n_i-N_0|$ to a differentiable $E$, with $N_0$ the electron number at the stationary point, changes no number-conserving derivative there but gives $E$ a kink.

The variations are two-sided and unrestricted in sign. If every $n_i$ is positive, small steps keep the density positive. Where $n_i=0$, some steps leave the physical densities, and a minimum under $n_i\ge0$ may satisfy an inequality there instead. The theorem characterises stationarity and says nothing about whether a stationary density exists or is a minimum.

## The Hartree kernel is symmetric

For $F(m)=\tfrac12\langle m,Km\rangle$, the hypothesis `hK : Kᵀ = K` says that the interaction between $i$ and $j$ doesn't depend on their order. By hand it merges the two terms of the product rule:

$$\tfrac12\bigl(\langle d,Km\rangle+\langle m,Kd\rangle\bigr)=\langle Km,d\rangle .$$

```lean
/-- For a symmetric kernel `K`, the Hartree energy has the Hartree potential `K m`. -/
theorem hasPotential_hartree {K : Matrix ι ι ℝ} (hK : Kᵀ = K) (m : ι → ℝ) :
    HasPotential (hartree K) (K *ᵥ m) m := by
  have hi : ∀ i, HasFDerivAt (fun x : ι → ℝ => x i * pairing (K i) x)
      (m i • pairing (K i) + pairing (K i) m •
        ContinuousLinearMap.proj (R := ℝ) (φ := fun _ : ι => ℝ) i) m :=
    fun i => (hasFDerivAt_apply i m).mul (pairing (K i)).hasFDerivAt
  have h := (HasFDerivAt.fun_sum (u := Finset.univ) (fun i _ => hi i)).const_mul (1 / 2 : ℝ)
  have e : hartree K = fun x => 1 / 2 * ∑ i, x i * pairing (K i) x := by
    funext x
    simp only [pairing_apply]
    rfl
  unfold HasPotential
  rw [e]
  refine HasFDerivAt.congr_fderiv h (ContinuousLinearMap.ext fun d => ?_)
  -- both factors of the density contribute equally because `K` is symmetric
  have hs : m ⬝ᵥ K *ᵥ d = (K *ᵥ m) ⬝ᵥ d := by
    rw [dotProduct_mulVec, ← mulVec_transpose, hK]
  have hd : m ⬝ᵥ K *ᵥ d + (K *ᵥ m) ⬝ᵥ d =
      ∑ i, (m i * pairing (K i) d + pairing (K i) m * d i) := by
    simp only [pairing_apply, Finset.sum_add_distrib]
    rfl
  rw [pairing_apply]
  calc _ = 1 / 2 * ∑ i, (m i * pairing (K i) d + pairing (K i) m * d i) := by
        simp
    _ = (K *ᵥ m) ⬝ᵥ d := by rw [← hd, hs]; ring
```

The proof applies the product rule to each grid point's term and sums. Symmetry enters in `hs`, which identifies the two halves. Without it the potential would be $\tfrac12(K+K^{\mathsf T})m$.

The uniform shift is now explicit:

$$F(m)-\langle Km,m\rangle=F(m)-2F(m)=-F(m).$$

The full potential of the correction is therefore $(Km)_i-F(m)$, the Hartree potential of the average density lowered by its Hartree energy.

```lean
/-- For the Hartree energy, the potential of the average-density correction is the Hartree
potential of `n / N` lowered uniformly by the Hartree energy of `n / N`. -/
theorem hasPotential_avgCorrection_hartree {K : Matrix ι ι ℝ} (hK : Kᵀ = K)
    {n : ι → ℝ} (hn : number n ≠ 0) :
    HasPotential (avgCorrection (hartree K))
      (fun i => (K *ᵥ avgDensity n) i - hartree K (avgDensity n)) n := by
  have h := hasPotential_avgCorrection hn (hasPotential_hartree hK (avgDensity n))
  have hs : hartree K (avgDensity n) - (K *ᵥ avgDensity n) ⬝ᵥ avgDensity n =
      -hartree K (avgDensity n) := by
    rw [dotProduct_comm]
    unfold hartree
    ring
  rw [hs] at h
  simpa only [sub_eq_add_neg] using h

end

end AverageDensityCorrection
```

This last proof inserts the Hartree potential into the general theorem, and its `hs` evaluates the shift.

```lean
#print axioms AverageDensityCorrection.local_potential_iff
#print axioms AverageDensityCorrection.stationary_iff
#print axioms AverageDensityCorrection.hasPotential_avgCorrection_hartree
```

```
'AverageDensityCorrection.local_potential_iff' depends on axioms: [propext, Classical.choice, Quot.sound]
'AverageDensityCorrection.stationary_iff' depends on axioms: [propext, Classical.choice, Quot.sound]
'AverageDensityCorrection.hasPotential_avgCorrection_hartree' depends on axioms: [propext, Classical.choice, Quot.sound]
```
